# Two two-band Hamiltonians with gap 2 whose equal virtual-crystal mixture has gap zero

The theorem `gapped_ends_closed_middle` concerns two end compounds described by the 2×2 Hermitian Hamiltonians diag(1, −1) and diag(−1, 1), and their virtual crystal, which is modelled as the linear interpolation of the two matrices. The gap is the distance between the two eigenvalues. The theorem states that each end compound has gap 2, while the virtual crystal at composition x = 1/2 has gap 0. The attempt gets the first two values from the length of the splitting vector, a real three-component vector built from the matrix elements. For the third it rewrites with `gap_inverted`, by which the gap between a Hamiltonian and its negative is |1 − 2x| times the gap of the end compound.

The first attempt, which Lean rejects:

```lean
import Mathlib

open Matrix

namespace GappedEndsClosedMiddle

noncomputable section

/-- The gap of a two-band Hermitian Hamiltonian: the distance between its two eigenvalues. -/
def gap {A : Matrix (Fin 2) (Fin 2) ℂ} (hA : A.IsHermitian) : ℝ :=
  |hA.eigenvalues 0 - hA.eigenvalues 1|

/-- The virtual-crystal Hamiltonian at composition `x`: the linear interpolation
between the end compounds `A` and `B`. -/
def virtualCrystal (x : ℝ) (A B : Matrix (Fin 2) (Fin 2) ℂ) : Matrix (Fin 2) (Fin 2) ℂ :=
  (1 - x) • A + x • B

/-- The splitting vector of a two-band Hamiltonian: the difference of the on-site energies,
and twice the real and imaginary parts of the interband coupling. -/
def splitting (A : Matrix (Fin 2) (Fin 2) ℂ) : EuclideanSpace ℝ (Fin 3) :=
  !₂[(A 0 0).re - (A 1 1).re, 2 * (A 0 1).re, 2 * (A 0 1).im]

/-- The virtual crystal of two Hermitian Hamiltonians is Hermitian. -/
theorem virtualCrystal_isHermitian {A B : Matrix (Fin 2) (Fin 2) ℂ}
    (hA : A.IsHermitian) (hB : B.IsHermitian) (x : ℝ) :
    (virtualCrystal x A B).IsHermitian := by
  simp only [virtualCrystal, Matrix.IsHermitian, Matrix.conjTranspose_add,
    Matrix.conjTranspose_smul, star_trivial, hA.eq, hB.eq]

/-- The squared length of the splitting vector in terms of the matrix elements. -/
theorem splitting_norm_sq (A : Matrix (Fin 2) (Fin 2) ℂ) :
    ‖splitting A‖ ^ 2 =
      ((A 0 0).re - (A 1 1).re) ^ 2 + (2 * (A 0 1).re) ^ 2 + (2 * (A 0 1).im) ^ 2 := by
  rw [EuclideanSpace.norm_sq_eq, Fin.sum_univ_three]
  simp only [Real.norm_eq_abs, sq_abs]
  rfl

/-- The gap of a Hermitian two-band Hamiltonian is the length of its splitting vector. -/
theorem gap_eq_norm {A : Matrix (Fin 2) (Fin 2) ℂ} (hA : A.IsHermitian) :
    gap hA = ‖splitting A‖ := by
  -- trace and determinant fix the sum and the product of the eigenvalues
  have ht : A.trace = ((hA.eigenvalues 0 : ℝ) : ℂ) + ((hA.eigenvalues 1 : ℝ) : ℂ) :=
    hA.trace_eq_sum_eigenvalues.trans (Fin.sum_univ_two _)
  have hd : A.det = ((hA.eigenvalues 0 : ℝ) : ℂ) * ((hA.eigenvalues 1 : ℝ) : ℂ) :=
    hA.det_eq_prod_eigenvalues.trans (Fin.prod_univ_two _)
  rw [Matrix.trace_fin_two] at ht
  rw [Matrix.det_fin_two] at hd
  replace ht := congrArg Complex.re ht
  replace hd := congrArg Complex.re hd
  simp only [Complex.add_re, Complex.ofReal_re] at ht
  simp only [Complex.sub_re, Complex.mul_re, Complex.ofReal_re, Complex.ofReal_im] at hd
  -- hermiticity of the matrix elements
  have h0 : -(A 0 0).im = (A 0 0).im := congrArg Complex.im (hA.apply 0 0)
  have h00 : (A 0 0).im = 0 := by linarith
  have hr : (A 0 1).re = (A 1 0).re :=
    (Complex.conj_re (A 0 1)).symm.trans (congrArg Complex.re (hA.apply 1 0))
  have hi : -(A 0 1).im = (A 1 0).im := congrArg Complex.im (hA.apply 1 0)
  rw [h00, ← hr, ← hi] at hd
  unfold gap
  refine (sq_eq_sq₀ (abs_nonneg _) (norm_nonneg _)).1 ?_
  rw [sq_abs, splitting_norm_sq]
  linear_combination 4 * hd -
    ((A 0 0).re + (A 1 1).re + hA.eigenvalues 0 + hA.eigenvalues 1) * ht

/-- The splitting vector of the virtual crystal interpolates linearly between the
splitting vectors of the end compounds. -/
theorem splitting_virtualCrystal (x : ℝ) (A B : Matrix (Fin 2) (Fin 2) ℂ) :
    splitting (virtualCrystal x A B) = (1 - x) • splitting A + x • splitting B := by
  ext i
  fin_cases i <;> simp [splitting, virtualCrystal] <;> ring

/-- Reversing the sign of a Hamiltonian reverses its splitting vector. -/
theorem splitting_neg (A : Matrix (Fin 2) (Fin 2) ℂ) : splitting (-A) = -splitting A := by
  ext i
  fin_cases i <;> simp [splitting]
  ring

/-- Between a Hermitian two-band Hamiltonian and its negative, the gap at composition `x`
is `|1 - 2x|` times the gap of the end compound. -/
theorem gap_inverted {A : Matrix (Fin 2) (Fin 2) ℂ} (hA : A.IsHermitian) (x : ℝ) :
    gap (virtualCrystal_isHermitian hA hA.neg x) = |1 - 2 * x| * gap hA := by
  rw [gap_eq_norm, gap_eq_norm, splitting_virtualCrystal, splitting_neg,
    ← Real.norm_eq_abs, ← norm_smul]
  congr 1
  module

/-- The two-band Hamiltonian `diag(1, -1)`. -/
def endCompound : Matrix (Fin 2) (Fin 2) ℂ := !![1, 0; 0, -1]

/-- The Hamiltonian `diag(1, -1)` is Hermitian. -/
theorem endCompound_isHermitian : endCompound.IsHermitian := by
  ext i j
  fin_cases i <;> fin_cases j <;> simp [endCompound]

/-- The end compounds `diag(1, -1)` and `diag(-1, 1)` both have gap 2, yet the gap of their
virtual crystal vanishes at `x = 1/2`. -/
theorem gapped_ends_closed_middle :
    gap endCompound_isHermitian = 2 ∧ gap endCompound_isHermitian.neg = 2 ∧
      gap (virtualCrystal_isHermitian endCompound_isHermitian
        endCompound_isHermitian.neg (1 / 2)) = 0 := by
  have h : ‖splitting endCompound‖ = 2 := by
    refine (sq_eq_sq₀ (norm_nonneg _) (by norm_num)).1 ?_
    rw [splitting_norm_sq]
    norm_num [endCompound]
  refine ⟨by rw [gap_eq_norm, h], by rw [gap_eq_norm, splitting_neg, norm_neg, h], ?_⟩
  rw [gap_inverted]
  norm_num

end

end GappedEndsClosedMiddle
```

Compiling this gives:

```
Main.lean:100:52: error: unsolved goals
case hA
h : ‖splitting endCompound‖ = 2
⊢ endCompound.IsHermitian
```

Cause. The message reports a goal left open at the end of the proof: `endCompound.IsHermitian`, under the name `hA`. That is the hypothesis `hA` of `gap_inverted`, which `rw [gap_inverted]` had to find by matching the left-hand side of the lemma with the goal.

The matrix and the composition can be read off from the Hamiltonian, but on that side `hA` occurs only inside a larger proof, `virtualCrystal_isHermitian hA hA.neg x`. Lean treats any two proofs of the same proposition as equal, so the match can succeed without comparing the parts of these proofs, and `hA` was never filled in. `rw` then made it a new goal, after the main one. The final `norm_num` closed the main goal, where the factor |1 − 2 · (1/2)| is zero, and nothing was left to prove the other.

The repair passes `endCompound_isHermitian` to `gap_inverted` explicitly, so no such goal arises.

Fix (accepted with no message):

```diff
@@ -104,5 +104,5 @@
     norm_num [endCompound]
   refine ⟨by rw [gap_eq_norm, h], by rw [gap_eq_norm, splitting_neg, norm_neg, h], ?_⟩
-  rw [gap_inverted]
+  rw [gap_inverted endCompound_isHermitian]
   norm_num
 
```
